# Mesh errors for the logarithmic singularity \(\log(2\sin\pi x)\): \((\log N)/N\) with Gamma omitted, \((\log 2)/N\) with a half shift

A uniform mesh that contains Gamma fails on an integrand that diverges there, because one term of the sum is infinite. Omitting the point or displacing the mesh gives a finite number, but in general the two numbers differ, and neither shows by itself how far it lies from the integral. For the one-dimensional kernel \(\log(2\sin\pi x)\) both errors can be found in closed form.

```lean
import Mathlib

open scoped Real
open MeasureTheory

namespace GammaLogSampling

noncomputable section
```

## The kernel and its two averages

Let \(x\in[0,1]\) be the fractional crystal momentum, with Gamma at \(x=0\) and its periodic image at \(x=1\). The kernel is \(f(x)=\log(2\sin\pi x)\), with the natural logarithm. The factor 2 fixes an additive constant, chosen so that the zone average of \(f\) vanishes.

```lean
/-- The logarithmically singular integrand `log (2 sin πx)` at fractional crystal momentum `x`,
for `0 < x < 1`. -/
def logKernel (x : ℝ) : ℝ := Real.log (2 * Real.sin (π * x))
```

On a mesh of \(N\) points, the first average leaves out \(r=0\):

\[
A_N=\frac1N\sum_{r=1}^{N-1} f\!\left(\frac rN\right).
\]

Keeping the weight \(1/N\) means that the cell around Gamma is counted as contributing zero.

```lean
/-- The average over a uniform mesh of `N ≥ 1` points with the Gamma point omitted from the sum
and the weight `1/N` kept. -/
def gammaOmittedAverage (N : ℕ) : ℝ :=
  (∑ r ∈ Finset.Ico 1 N, logKernel ((r : ℝ) / N)) / N
```

The second displaces every point by a fraction \(s\) of the mesh spacing:

\[
B_N(s)=\frac1N\sum_{r=0}^{N-1} f\!\left(\frac{r+s}{N}\right).
\]

```lean
/-- The average over a uniform mesh of `N ≥ 1` points displaced from Gamma by the fraction `s`
of the mesh spacing. -/
def shiftedAverage (N : ℕ) (s : ℝ) : ℝ :=
  (∑ r ∈ Finset.range N, logKernel (((r : ℝ) + s) / N)) / N
```

In Lean, `Finset.Ico 1 N` is the range \(1\le r<N\), and `Finset.range N` is \(0\le r<N\). The closed forms below assume \(N\ge1\).

## From sines to roots of unity

Put \(t=\pi x\). Taking half of the phase out of the difference gives

\[
1-e^{2it}=e^{it}\left(e^{-it}-e^{it}\right)=-2i\,\sin t\;e^{it}.
\]

Since \(\sin t\ge0\) for \(0\le t\le\pi\), taking moduli gives \(2\sin\pi x=|1-e^{2\pi ix}|\).

```lean
/-- For `0 ≤ x ≤ 1`, the number `2 sin πx` is the distance between `1` and the Bloch phase
`exp (2πix)`. -/
theorem two_sin_eq_chord {x : ℝ} (h0 : 0 ≤ x) (h1 : x ≤ 1) :
    2 * Real.sin (π * x) = ‖1 - Complex.exp (2 * ((π * x : ℝ) : ℂ) * Complex.I)‖ := by
  have hs : 0 ≤ Real.sin (π * x) :=
    Real.sin_nonneg_of_nonneg_of_le_pi (by positivity) (by nlinarith [Real.pi_pos])
  generalize π * x = t at hs ⊢
  -- Half of the phase factors out of the difference.
  have key : 1 - Complex.exp (2 * (t : ℂ) * Complex.I)
      = -2 * Complex.I * (Real.sin t : ℂ) * Complex.exp ((t : ℂ) * Complex.I) := by
    have h2 : Complex.exp (2 * (t : ℂ) * Complex.I)
        = Complex.exp ((t : ℂ) * Complex.I) ^ 2 := by
      rw [sq, ← Complex.exp_add]
      congr 1
      ring
    rw [h2, Complex.exp_mul_I, Complex.ofReal_sin]
    linear_combination -(Complex.sin_sq_add_cos_sq (t : ℂ))
      + Complex.sin (t : ℂ) ^ 2 * Complex.I_sq
  rw [key, norm_mul, Complex.norm_exp_ofReal_mul_I, norm_mul, norm_mul, norm_neg,
    Complex.norm_I, Complex.norm_real, Real.norm_of_nonneg hs]
  norm_num
```

The identity `key` is the displayed equation. Lean checks it by writing \(e^{2it}\) as a square and using \(\sin^2t+\cos^2t=1\).

Now let \(\zeta=e^{2\pi i/N}\) and \(w=e^{2\pi is/N}\). The polynomial \(X^N-w^N\) has the roots \(\zeta^rw\), so at \(X=1\)

\[
\prod_{r=0}^{N-1}(1-\zeta^rw)=1-w^N=1-e^{2\pi is}.
\]

Here \(\zeta^rw=e^{2\pi i(r+s)/N}\). Taking moduli and using the chord formula on both sides, for \(0\le s\le1\),

\[
\prod_{r=0}^{N-1}2\sin\frac{\pi(r+s)}N=2\sin\pi s.
\]

```lean
/-- On a mesh of `N ≥ 1` points with shift `0 ≤ s ≤ 1`, the product of the factors
`2 sin πx` is `2 sin πs`. -/
theorem prod_shifted {N : ℕ} (hN : 0 < N) {s : ℝ} (h0 : 0 ≤ s) (h1 : s ≤ 1) :
    ∏ r ∈ Finset.range N, 2 * Real.sin (π * (((r : ℝ) + s) / N)) = 2 * Real.sin (π * s) := by
  have hNR : (0 : ℝ) < N := by exact_mod_cast hN
  have hNC : (N : ℂ) ≠ 0 := by exact_mod_cast hN.ne'
  have : NeZero N := ⟨hN.ne'⟩
  have hζ := Complex.isPrimitiveRoot_exp N hN.ne'
  set ζ : ℂ := Complex.exp (2 * π * Complex.I / N) with hζdef
  set w : ℂ := Complex.exp (2 * ((π * (s / N) : ℝ) : ℂ) * Complex.I) with hw
  -- Factorisation of `1 - w ^ N` over the roots of unity.
  have hfac : ∏ r ∈ Finset.range N, (1 - ζ ^ r * w) = 1 - w ^ N := by
    have h := IsPrimitiveRoot.pow_sub_pow_eq_prod_sub_mul (1 : ℂ) w hN hζ
    rw [one_pow] at h
    rw [h]
    refine Finset.prod_bij (fun r _ => ζ ^ r) ?_ ?_ ?_ ?_
    · intro r _
      refine (Polynomial.mem_nthRootsFinset hN _).mpr ?_
      rw [← pow_mul, mul_comm, pow_mul, hζ.pow_eq_one, one_pow]
    · intro a ha b hb hab
      exact hζ.pow_inj (Finset.mem_range.mp ha) (Finset.mem_range.mp hb) hab
    · intro z hz
      obtain ⟨i, hi, hiz⟩ :=
        hζ.eq_pow_of_pow_eq_one ((Polynomial.mem_nthRootsFinset hN _).mp hz)
      exact ⟨i, Finset.mem_range.mpr hi, hiz⟩
    · intro r _
      rfl
  have hwN : w ^ N = Complex.exp (2 * ((π * s : ℝ) : ℂ) * Complex.I) := by
    rw [hw, ← Complex.exp_nat_mul]
    congr 1
    push_cast
    field_simp
  rw [two_sin_eq_chord h0 h1, ← hwN, ← hfac, norm_prod]
  refine Finset.prod_congr rfl fun r hr => ?_
  have hr' : (r : ℝ) + 1 ≤ N := by exact_mod_cast Finset.mem_range.mp hr
  rw [two_sin_eq_chord (by positivity) ((div_le_one hNR).mpr (by linarith)),
    hζdef, hw, ← Complex.exp_nat_mul, ← Complex.exp_add]
  congr 3
  push_cast
  ring
```

Mathlib states the factorisation over the set of \(N\)-th roots of unity; `Finset.prod_bij` relabels that set by the exponent \(r\).

With Gamma omitted, the root 1 is divided out:

\[
\prod_{r=1}^{N-1}(X-\zeta^r)=\frac{X^N-1}{X-1}=1+X+\dots+X^{N-1}.
\]

At \(X=1\) the right side is \(N\), and moduli give \(\prod_{r=1}^{N-1}2\sin(\pi r/N)=N\). For \(N=1\) the product is empty and equals 1.

```lean
/-- On a mesh of `N ≥ 1` points with Gamma omitted, the product of the factors `2 sin πx`
is `N`. -/
theorem prod_gammaOmitted {N : ℕ} (hN : 0 < N) :
    ∏ r ∈ Finset.Ico 1 N, 2 * Real.sin (π * ((r : ℝ) / N)) = N := by
  have hNR : (0 : ℝ) < N := by exact_mod_cast hN
  have hroots : ∀ ζ : ℂ, IsPrimitiveRoot ζ N →
      ∏ r ∈ Finset.Ico 1 N, (1 - ζ ^ r) = (N : ℂ) := by
    intro ζ hζ
    obtain ⟨n, rfl⟩ : ∃ n, N = n + 1 := ⟨N - 1, by omega⟩
    have h := hζ.prod_one_sub_pow_eq_order
    rw [Finset.prod_Ico_eq_prod_range]
    simp only [Nat.add_sub_cancel, add_comm 1]
    rw [h]
    push_cast
    rfl
  have h := congrArg norm (hroots _ (Complex.isPrimitiveRoot_exp N hN.ne'))
  rw [norm_prod, Complex.norm_natCast] at h
  refine Eq.trans (Finset.prod_congr rfl fun r hr => ?_) h
  have hr' : (r : ℝ) ≤ N := by exact_mod_cast (Finset.mem_Ico.mp hr).2.le
  rw [two_sin_eq_chord (by positivity) ((div_le_one hNR).mpr hr'), ← Complex.exp_nat_mul]
  congr 3
  push_cast
  ring
```

## The averages in closed form

For \(0<s<1\) every mesh point lies strictly between 0 and 1, so every factor is positive and the logarithm turns the product into a sum:

\[
N\,B_N(s)=\log(2\sin\pi s).
\]

```lean
/-- For `N ≥ 1` and a shift `0 < s < 1`, `N` times the shifted mesh average is
`log (2 sin πs)`. -/
theorem mul_shiftedAverage {N : ℕ} (hN : 0 < N) {s : ℝ} (h0 : 0 < s) (h1 : s < 1) :
    N * shiftedAverage N s = Real.log (2 * Real.sin (π * s)) := by
  have hNR : (0 : ℝ) < N := by exact_mod_cast hN
  unfold shiftedAverage logKernel
  rw [mul_div_cancel₀ _ hNR.ne', ← prod_shifted hN h0.le h1.le, Real.log_prod]
  -- No mesh point sits on the singularity.
  intro r hr
  have hr' : (r : ℝ) + 1 ≤ N := by exact_mod_cast Finset.mem_range.mp hr
  have hx : ((r : ℝ) + s) / N < 1 := (div_lt_one hNR).mpr (by linarith)
  have := Real.sin_pos_of_pos_of_lt_pi (x := π * (((r : ℝ) + s) / N)) (by positivity)
    (by nlinarith [Real.pi_pos])
  positivity
```

`Real.log_prod` requires nonzero factors, and the last lines of the proof supply this from the positivity of the sine.

Setting \(s=\tfrac12\), and taking the logarithm of the Gamma-omitted product, gives

\[
A_N=\frac{\log N}{N},\qquad B_N\!\left(\tfrac12\right)=\frac{\log2}{N}.
\]

The two are equal exactly when \(\log N=\log2\), that is, when \(N=2\).

```lean
/-- For `N ≥ 1` the Gamma-omitted average is `log N / N` and the half-shifted average is
`log 2 / N`; the two agree exactly when `N = 2`. -/
theorem log_singularity_averages {N : ℕ} (hN : 0 < N) :
    gammaOmittedAverage N = Real.log N / N ∧ shiftedAverage N (1 / 2) = Real.log 2 / N ∧
      (gammaOmittedAverage N = shiftedAverage N (1 / 2) ↔ N = 2) := by
  have hNR : (0 : ℝ) < N := by exact_mod_cast hN
  have hg : gammaOmittedAverage N = Real.log N / N := by
    unfold gammaOmittedAverage logKernel
    congr 1
    conv_rhs => rw [← prod_gammaOmitted hN]
    rw [Real.log_prod]
    intro r hr
    obtain ⟨ha, hb⟩ := Finset.mem_Ico.mp hr
    have ha' : (0 : ℝ) < r := by exact_mod_cast ha
    have hx : (r : ℝ) / N < 1 := (div_lt_one hNR).mpr (by exact_mod_cast hb)
    have := Real.sin_pos_of_pos_of_lt_pi (x := π * ((r : ℝ) / N)) (by positivity)
      (by nlinarith [Real.pi_pos])
    positivity
  have hs : shiftedAverage N (1 / 2) = Real.log 2 / N := by
    have h := mul_shiftedAverage hN (s := 1 / 2) (by norm_num) (by norm_num)
    rw [mul_one_div, Real.sin_pi_div_two, mul_one] at h
    rw [eq_div_iff hNR.ne', mul_comm, h]
  refine ⟨hg, hs, ?_⟩
  rw [hg, hs, div_left_inj' hNR.ne']
  constructor
  · intro h
    have h2 : (N : ℝ) = 2 := Real.log_injOn_pos hNR (by norm_num : (0 : ℝ) < 2) h
    exact_mod_cast h2
  · rintro rfl
    norm_num
```

The final equivalence uses the injectivity of the logarithm on positive numbers, `Real.log_injOn_pos`.

## The averages are the quadrature errors

Let \(J=\int_0^\pi\log\sin t\,dt\), which converges because its end-point singularities are logarithmic. Substituting \(t=2u\) and using \(\sin2u=2\sin u\cos u\),

\[
J=2\int_0^{\pi/2}\left(\log2+\log\sin u+\log\cos u\right)du=\pi\log2+2J,
\]

since the sine and cosine integrals are each \(J/2\) by symmetry. Hence \(J=-\pi\log2\), and

\[
\int_0^1 f(x)\,dx=\log2+\frac J\pi=0.
\]

```lean
/-- The logarithmic singularity is integrable over the zone, and its integral is zero. -/
theorem integral_logKernel :
    IntervalIntegrable logKernel volume 0 1 ∧ ∫ x in (0 : ℝ)..1, logKernel x = 0 := by
  have hsin : IntervalIntegrable (fun x => Real.log (Real.sin (π * x))) volume 0 1 := by
    have h : IntervalIntegrable (fun x => Real.log (Real.sin x)) volume 0 π :=
      intervalIntegrable_log_sin
    simpa [Real.pi_ne_zero] using h.comp_mul_left (c := π)
  have hc : IntervalIntegrable (fun _ : ℝ => Real.log 2) volume 0 1 :=
    intervalIntegrable_const
  -- The logarithm splits everywhere except at the end point.
  have hae : ∀ᵐ x : ℝ, x ∈ Set.uIoc (0 : ℝ) 1 →
      Real.log 2 + Real.log (Real.sin (π * x)) = logKernel x := by
    filter_upwards [(Set.countable_singleton (1 : ℝ)).ae_notMem volume] with x hx hmem
    rw [Set.uIoc_of_le zero_le_one] at hmem
    have hx1 : x < 1 := lt_of_le_of_ne hmem.2 hx
    have := Real.sin_pos_of_pos_of_lt_pi (x := π * x) (mul_pos Real.pi_pos hmem.1)
      (by nlinarith [Real.pi_pos])
    rw [logKernel, Real.log_mul two_ne_zero this.ne']
  refine ⟨(hc.add hsin).congr_ae ((ae_restrict_iff' measurableSet_uIoc).mpr hae), ?_⟩
  rw [← intervalIntegral.integral_congr_ae hae, intervalIntegral.integral_add hc hsin,
    intervalIntegral.integral_comp_mul_left (fun x => Real.log (Real.sin x)) Real.pi_ne_zero,
    mul_zero, mul_one, integral_log_sin_zero_pi, intervalIntegral.integral_const]
  simp only [smul_eq_mul]
  field_simp
  ring
```

The theorem states integrability as well as the value. Mathlib provides \(J\) as `integral_log_sin_zero_pi`. The logarithm of the product is split everywhere on \((0,1]\) except at \(x=1\), a single point that does not affect the integral.

With a zero integral, \(A_N\) and \(B_N(s)\) are themselves the errors. The ratio of the Gamma-omitted error to the half-shifted one is \(\log_2N\). Both vanish in the limit; for the first, \(\log N=2\log\sqrt N\le2\sqrt N\) gives \(0\le A_N\le2/\sqrt N\to0\). The Gamma-omitted error depends on the additive constant in the kernel: for \(f+c\) it is \((\log N-c)/N\), because the omitted point takes its share of \(c\) with it. The error of a shifted mesh does not change.

```lean
/-- The Gamma-omitted average converges to the zone integral as the mesh is refined. -/
theorem tendsto_gammaOmittedAverage :
    Filter.Tendsto gammaOmittedAverage Filter.atTop
      (nhds (∫ x in (0 : ℝ)..1, logKernel x)) := by
  rw [integral_logKernel.2]
  have h := Real.isLittleO_log_id_atTop.tendsto_div_nhds_zero.comp
    (tendsto_natCast_atTop_atTop (R := ℝ))
  refine h.congr' ?_
  filter_upwards [Filter.eventually_gt_atTop 0] with N hN
  exact (log_singularity_averages hN).1.symm
```

Lean takes the limit from the fact that \(\log x\) is of lower order than \(x\).

A shifted mesh has no error when \(\log(2\sin\pi s)=0\), so \(\sin\pi s=\tfrac12\). On \(0<s<1\) the solutions are \(s=\tfrac16\) and \(s=\tfrac56\), whatever the value of \(N\).

```lean
/-- For `N ≥ 1` and a shift `0 < s < 1`, the shifted average equals the zone integral exactly
when `s = 1/6` or `s = 5/6`. -/
theorem shiftedAverage_exact_iff {N : ℕ} (hN : 0 < N) {s : ℝ} (h0 : 0 < s) (h1 : s < 1) :
    shiftedAverage N s = ∫ x in (0 : ℝ)..1, logKernel x ↔ s = 1 / 6 ∨ s = 5 / 6 := by
  have hNR : (N : ℝ) ≠ 0 := by exact_mod_cast hN.ne'
  have h := mul_shiftedAverage hN h0 h1
  have hpos := Real.sin_pos_of_pos_of_lt_pi (x := π * s) (mul_pos Real.pi_pos h0)
    (by nlinarith [Real.pi_pos])
  rw [integral_logKernel.2]
  constructor
  · intro hz
    rw [hz, mul_zero] at h
    have h2 := Real.eq_one_of_pos_of_log_eq_zero (by positivity) h.symm
    have h3 : Real.sin (π * s) = Real.sin (π / 6) := by
      rw [Real.sin_pi_div_six]
      linarith
    -- Only the two solutions inside the first period survive.
    obtain ⟨k, hk | hk⟩ := Real.sin_eq_sin_iff.mp h3
    · have e : (1 : ℝ) / 6 = 2 * k + s :=
        mul_left_cancel₀ Real.pi_ne_zero (by linear_combination hk)
      have ha : (-1 : ℤ) < k := by
        have : (-1 : ℝ) < k := by linarith
        exact_mod_cast this
      have hb : k < (1 : ℤ) := by
        have : (k : ℝ) < 1 := by linarith
        exact_mod_cast this
      obtain rfl : k = 0 := by omega
      left
      push_cast at e
      linarith
    · have e : (1 : ℝ) / 6 = 2 * k + 1 - s :=
        mul_left_cancel₀ Real.pi_ne_zero (by linear_combination hk)
      have ha : (-1 : ℤ) < k := by
        have : (-1 : ℝ) < k := by linarith
        exact_mod_cast this
      have hb : k < (1 : ℤ) := by
        have : (k : ℝ) < 1 := by linarith
        exact_mod_cast this
      obtain rfl : k = 0 := by omega
      right
      push_cast at e
      linarith
  · intro hs
    have h3 : Real.sin (π * s) = 1 / 2 := by
      rcases hs with rfl | rfl
      · rw [mul_one_div, Real.sin_pi_div_six]
      · rw [show π * (5 / 6) = π - π / 6 by ring, Real.sin_pi_sub, Real.sin_pi_div_six]
    rw [h3, show (2 : ℝ) * (1 / 2) = 1 by norm_num, Real.log_one] at h
    exact (mul_eq_zero.mp h).resolve_left hNR

end

end GammaLogSampling
```

`Real.sin_eq_sin_iff` lists all solutions by an integer \(k\), and the bounds on \(s\) leave only \(k=0\) in each of the two families.

Exactness at these two shifts is proved here for this kernel, and it need not hold for another integrand. In electronic structure, the Coulomb interaction in a wire of finite width has the same logarithmic form at small momentum, up to sign, scale and an additive constant, but an exchange integrand also carries orbital-dependent factors that this one-dimensional model leaves out.

## A singularity moved off the real axis

The same factorisation treats the smoothed kernel \(\log|1-a\,e^{2\pi ix}|\) with \(0<a<1\), which the Lean code does not include. Replacing \(w\) by \(aw\) gives the shifted average

\[
\frac1N\log\left|1-a^Ne^{2\pi is}\right|.
\]

The zone integral is again zero, so the error now falls exponentially with \(N\).

```lean
#print axioms GammaLogSampling.log_singularity_averages
#print axioms GammaLogSampling.tendsto_gammaOmittedAverage
#print axioms GammaLogSampling.shiftedAverage_exact_iff
```

```
'GammaLogSampling.log_singularity_averages' depends on axioms: [propext, Classical.choice, Quot.sound]
'GammaLogSampling.tendsto_gammaOmittedAverage' depends on axioms: [propext, Classical.choice, Quot.sound]
'GammaLogSampling.shiftedAverage_exact_iff' depends on axioms: [propext, Classical.choice, Quot.sound]
```
